# The square of $\sum_j g_j P_j$ for Clifford generators $g_j$ that commute with the $P_k$

Let $\mathcal A$ be an associative algebra over $\mathbb C$ with unit $1$, and write $[x,y] = xy - yx$. Take elements $g_j, P_j \in \mathcal A$ and real numbers $\eta_j$, with $j = 0,\dots,n-1$. Assume the Clifford relations and the commutation of every $g_j$ with every $P_k$:

$$g_j g_k + g_k g_j = 2\eta_j\,\delta_{jk}\,1, \qquad [g_j, P_k] = 0 .$$

Then $D = \sum_j g_j P_j$ satisfies

$$D^2 = \sum_j \eta_j P_j^2 + \sum_{j<k} g_j g_k\,[P_j, P_k]. \tag{1}$$

Nothing is assumed about the $P_j$ among themselves. The Clifford relations describe Pauli or Dirac matrices adapted to a constant diagonal metric $\eta$, and the second condition holds when these matrices act only on the spin index and the $P_k$ act only on the orbital part. The four consequences below are also proved.

- If the $P_j$ commute with one another, $D^2 = \sum_j \eta_j P_j^2$.
- If a vector $\psi$ obeys $D\psi = m\psi$ for a complex number $m$, the right side of (1) applied to $\psi$ gives $m^2\psi$.
- Let $\Pi_j = p_j - q a_j$ be kinetic momenta, with charge $q$, mutually commuting momenta $p_j$ and mutually commuting potentials $a_j$, all commuting with the $g_k$. With $F_{jk} = [p_j,a_k] - [p_k,a_j]$,
$$\Big(\sum_j g_j \Pi_j\Big)^2 = \sum_j \eta_j \Pi_j^2 - q\sum_{j<k} g_j g_k F_{jk}. \tag{2}$$
- For the Pauli matrices $\sigma_0,\sigma_1,\sigma_2$ (that is $\sigma_x,\sigma_y,\sigma_z$) and arbitrary orbital operators $\pi_0,\pi_1,\pi_2$,
$$(\sigma\cdot\pi)^2 = \sum_j \pi_j^2 + i\big(\sigma_0[\pi_1,\pi_2] + \sigma_1[\pi_2,\pi_0] + \sigma_2[\pi_0,\pi_1]\big). \tag{3}$$

## Spin terms in relativistic and two-component codes

For one particle of mass $M$ in a fixed external vector potential, the Pauli kinetic operator $(\sigma\cdot\Pi)^2/2M$ is split by (2) into an orbital part and a spin part. In the continuum, with $p_j = -i\hbar\partial_j$ and $a_j$ a smooth function of position, $[p_j,a_k] = -i\hbar\,\partial_j a_k$, and the spin term of (2) would read $-q\hbar\,\sigma\cdot\mathbf B$ with $\mathbf B$ the curl of the potential. A code that replaces $(\sigma\cdot p)^2$ by $p^2$, as in the one-electron small-component overlap of a kinetically balanced basis, uses the commuting case.

After discretisation (1) still applies, because matrices form a complex algebra. With $g_j$ a Pauli or Dirac matrix times the orbital identity and $P_j$ any orbital matrix times the spin identity, the two sides of (1) agree up to rounding, whatever grid or basis produced the $P_j$. Here $P_j^2$ is the square of the matrix, which in a truncated basis is in general not the matrix of the squared operator. Identity (2) asks for more. Difference operators along different axes of a product grid commute, and so do diagonal potentials, but $F_{jk}$ is then built from commutators of the actual matrices and in general not the diagonal matrix of field values. Momentum matrices truncated to a finite basis of atom-centred functions generally fail to commute, and in a plane-wave basis the momenta commute but the truncated potential matrices generally do not. Where that happens the hypotheses of (2) are not met, while (1), and (3) for the Pauli matrices, still hold. These statements about differential operators, grids and bases are commentary, and the theorems in the file concern only the algebra.

## From the Clifford relations to the commutator term

Setting $k=j$ in the Clifford relations gives $2g_j^2 = 2\eta_j$, and dividing by 2 gives $g_j^2 = \eta_j$. For $j\neq k$ the right side vanishes, so $g_k g_j = -g_j g_k$.

Expand the square and move $P_j$ through $g_k$:

$$D^2 = \sum_{j,k} g_j P_j\, g_k P_k = \sum_{j,k} g_j g_k\, P_j P_k .$$

Every ordered pair has $j=k$, $j<k$ or $k<j$. Exchanging the names of the indices in the third class gives, for any summand $f_{jk}$,

$$\sum_{j,k} f_{jk} = \sum_j f_{jj} + \sum_{j<k}\,(f_{jk} + f_{kj}).$$

With $f_{jk} = g_j g_k P_j P_k$ the diagonal terms are $g_j^2 P_j^2 = \eta_j P_j^2$. Each pair gives

$$g_j g_k P_j P_k + g_k g_j P_k P_j = g_j g_k P_j P_k - g_j g_k P_k P_j = g_j g_k [P_j,P_k],$$

which is (1). For $n=1$ there are no pairs and (1) reads $(g_0P_0)^2 = \eta_0P_0^2$; for $n=0$ both sides are zero.

Commuting $P_j$ make every commutator zero. If $D\psi = m\psi$, then $D^2\psi = D(m\psi) = mD\psi = m^2\psi$, and (1) rewrites the left side. For minimal coupling, $g_j$ commutes with $\Pi_k$ because it commutes with $p_k$ and $a_k$, and

$$[\Pi_j,\Pi_k] = [p_j,p_k] - q[p_j,a_k] - q[a_j,p_k] + q^2[a_j,a_k].$$

The first and last terms vanish by hypothesis and $[a_j,p_k] = -[p_k,a_j]$, so $[\Pi_j,\Pi_k] = -qF_{jk}$. Inserting this in (1) gives (2).

For the Pauli matrices $\eta_j = 1$ and the pairs are $(0,1)$, $(0,2)$, $(1,2)$, with $\sigma_0\sigma_1 = i\sigma_2$, $\sigma_0\sigma_2 = -i\sigma_1$ and $\sigma_1\sigma_2 = i\sigma_0$. The middle pair contributes $-i\sigma_1[\pi_0,\pi_2] = i\sigma_1[\pi_2,\pi_0]$, and the three terms together are (3). Since $(\pi\times\pi)_0 = \pi_1\pi_2 - \pi_2\pi_1$ and cyclically, the bracket in (3) is $\sigma\cdot(\pi\times\pi)$.

## The Lean file

```lean
import Mathlib

open Finset

namespace SquaredDirac

noncomputable section

variable {A : Type*} [Ring A] [Algebra ℂ A] {n : ℕ}

/-- The commutator `[x, y] = x y - y x`. -/
def comm (x y : A) : A := x * y - y * x

/-- The Clifford relations `g_j g_k + g_k g_j = 2 η_j δ_jk` for a real diagonal metric `η`. -/
def IsClifford (η : Fin n → ℝ) (g : Fin n → A) : Prop :=
  ∀ j k, g j * g k + g k * g j = (if j = k then (2 * η j : ℂ) else 0) • (1 : A)

/-- The Dirac-type operator `∑ g_j P_j`. -/
def dirac (g P : Fin n → A) : A := ∑ j, g j * P j

/-- The kinetic momentum `p_j - q a_j` of minimal coupling. -/
def kinetic (q : ℂ) (p a : Fin n → A) (j : Fin n) : A := p j - q • a j

/-- The field-strength operator `F_jk = [p_j, a_k] - [p_k, a_j]`. -/
def fieldStrength (p a : Fin n → A) (j k : Fin n) : A := comm (p j) (a k) - comm (p k) (a j)

/-- The three Pauli matrices, with entries in an algebra `B` of orbital operators. -/
def spin (B : Type*) [Ring B] [Algebra ℂ B] : Fin 3 → Matrix (Fin 2) (Fin 2) B :=
  ![!![0, 1; 1, 0], !![0, -(Complex.I • (1 : B)); Complex.I • (1 : B), 0], !![1, 0; 0, -1]]

/-- An orbital operator `x` times the unit matrix in spin space. -/
def orb {B : Type*} [Ring B] (x : B) : Matrix (Fin 2) (Fin 2) B := Matrix.scalar (Fin 2) x

/-- Each Clifford generator squares to its metric entry: `g_j² = η_j`. -/
theorem clifford_sq {η : Fin n → ℝ} {g : Fin n → A} (hg : IsClifford η g) (j : Fin n) :
    g j * g j = (η j : ℂ) • (1 : A) := by
  have h := hg j j
  rw [if_pos rfl] at h
  calc g j * g j = (1 / 2 : ℂ) • (g j * g j + g j * g j) := by module
    _ = (η j : ℂ) • (1 : A) := by
      rw [h]
      module

/-- Distinct Clifford generators anticommute. -/
theorem clifford_anticomm {η : Fin n → ℝ} {g : Fin n → A} (hg : IsClifford η g)
    {j k : Fin n} (hjk : j ≠ k) : g k * g j = -(g j * g k) := by
  have h := hg j k
  rw [if_neg hjk, zero_smul] at h
  exact eq_neg_of_add_eq_zero_right h

/-- A double sum splits into its diagonal and the symmetrised terms over pairs `j < k`. -/
theorem sum_split {M : Type*} [AddCommMonoid M] (f : Fin n → Fin n → M) :
    ∑ j, ∑ k, f j k = ∑ j, f j j + ∑ j, ∑ k with j < k, (f j k + f k j) := by
  have h : ∀ j k, f j k = (if j = k then f j k else 0) +
      ((if j < k then f j k else 0) + (if k < j then f j k else 0)) := by
    intro j k
    rcases lt_trichotomy j k with h | h | h
    · simp [h, h.ne, lt_asymm h]
    · simp [h]
    · simp [h, h.ne', lt_asymm h]
  have h3 : ∑ j, ∑ k, (if k < j then f j k else 0) = ∑ j, ∑ k, (if j < k then f k j else 0) :=
    Finset.sum_comm
  calc ∑ j, ∑ k, f j k = ∑ j, ∑ k, ((if j = k then f j k else 0) +
        ((if j < k then f j k else 0) + (if k < j then f j k else 0))) :=
        sum_congr rfl fun j _ => sum_congr rfl fun k _ => h j k
    _ = _ := by
      simp only [Finset.sum_add_distrib]
      rw [h3]
      simp only [Finset.sum_filter, Finset.sum_ite_eq, Finset.mem_univ, if_true]

/-- Square of the Dirac operator: for Clifford generators commuting with arbitrary `P_k`,
`(∑ g_j P_j)² = ∑ η_j P_j² + ∑_{j<k} g_j g_k [P_j, P_k]`. -/
theorem dirac_sq {η : Fin n → ℝ} {g P : Fin n → A} (hg : IsClifford η g)
    (hc : ∀ j k, Commute (g j) (P k)) :
    dirac g P ^ 2 =
      ∑ j, (η j : ℂ) • P j ^ 2 + ∑ j, ∑ k with j < k, g j * g k * comm (P j) (P k) := by
  -- move `P_j` through `g_k`
  have hprod : ∀ j k, g j * P j * (g k * P k) = g j * g k * (P j * P k) := by
    intro j k
    calc g j * P j * (g k * P k) = g j * (P j * g k) * P k := by noncomm_ring
      _ = g j * (g k * P j) * P k := by rw [(hc k j).eq]
      _ = g j * g k * (P j * P k) := by noncomm_ring
  unfold dirac
  rw [sq, Finset.sum_mul_sum, sum_split (fun j k => g j * P j * (g k * P k))]
  simp only [hprod]
  congr 1
  · -- diagonal terms give the metric form
    refine sum_congr rfl fun j _ => ?_
    rw [clifford_sq hg, smul_mul_assoc, one_mul, sq]
  · -- each pair `j < k` gives a commutator
    refine sum_congr rfl fun j _ => sum_congr rfl fun k hk => ?_
    rw [clifford_anticomm hg (mem_filter.mp hk).2.ne, comm]
    noncomm_ring

/-- For mutually commuting `P_j` only the metric form survives: `(∑ g_j P_j)² = ∑ η_j P_j²`. -/
theorem dirac_sq_of_commute {η : Fin n → ℝ} {g P : Fin n → A} (hg : IsClifford η g)
    (hc : ∀ j k, Commute (g j) (P k)) (hP : ∀ j k, Commute (P j) (P k)) :
    dirac g P ^ 2 = ∑ j, (η j : ℂ) • P j ^ 2 := by
  have h0 : ∀ j k, comm (P j) (P k) = 0 := fun j k => sub_eq_zero.mpr (hP j k).eq
  rw [dirac_sq hg hc]
  simp [h0]

/-- A state with `(∑ g_j P_j) ψ = m ψ` obeys the second-order equation
`(∑ η_j P_j² + ∑_{j<k} g_j g_k [P_j, P_k]) ψ = m² ψ`. -/
theorem second_order_equation {V : Type*} [AddCommGroup V] [Module ℂ V] [Module A V]
    [IsScalarTower ℂ A V] {η : Fin n → ℝ} {g P : Fin n → A} (hg : IsClifford η g)
    (hc : ∀ j k, Commute (g j) (P k)) {m : ℂ} {ψ : V} (h : dirac g P • ψ = m • ψ) :
    (∑ j, (η j : ℂ) • P j ^ 2 + ∑ j, ∑ k with j < k, g j * g k * comm (P j) (P k)) • ψ =
      m ^ 2 • ψ := by
  rw [← dirac_sq hg hc, sq, mul_smul, h, smul_comm (dirac g P) m ψ, h, smul_smul, sq]

/-- Minimal coupling: for commuting `p_j` and commuting `a_j`, the square of `∑ g_j (p_j - q a_j)`
is `∑ η_j (p_j - q a_j)² - q ∑_{j<k} g_j g_k F_jk`. -/
theorem dirac_sq_minimal_coupling {η : Fin n → ℝ} {g p a : Fin n → A} (q : ℂ)
    (hg : IsClifford η g) (hgp : ∀ j k, Commute (g j) (p k)) (hga : ∀ j k, Commute (g j) (a k))
    (hp : ∀ j k, Commute (p j) (p k)) (ha : ∀ j k, Commute (a j) (a k)) :
    dirac g (kinetic q p a) ^ 2 = ∑ j, (η j : ℂ) • kinetic q p a j ^ 2 -
      q • ∑ j, ∑ k with j < k, g j * g k * fieldStrength p a j k := by
  -- the commutator of kinetic momenta is `-q F`
  have key : ∀ j k, comm (kinetic q p a j) (kinetic q p a k) = (-q) • fieldStrength p a j k := by
    intro j k
    simp only [comm, kinetic, fieldStrength, sub_mul, mul_sub, smul_mul_assoc, mul_smul_comm]
    rw [(hp j k).eq, (ha j k).eq]
    module
  have hc : ∀ j k, Commute (g j) (kinetic q p a k) :=
    fun j k => (hgp j k).sub_right ((hga j k).smul_right q)
  rw [dirac_sq hg hc, sub_eq_add_neg, ← neg_smul]
  simp only [Finset.smul_sum, key, mul_smul_comm]

/-- The Pauli matrices over any complex algebra obey the Clifford relations with `η = 1`
and commute with every orbital operator. -/
theorem spin_witness (B : Type*) [Ring B] [Algebra ℂ B] :
    IsClifford (fun _ => 1) (spin B) ∧ ∀ (j : Fin 3) (x : B), Commute (spin B j) (orb x) := by
  constructor
  · intro j k
    ext a b
    simp only [Matrix.smul_apply, Matrix.one_apply, Matrix.add_apply, Matrix.mul_apply,
      Fin.sum_univ_two]
    fin_cases j <;> fin_cases k <;> fin_cases a <;> fin_cases b <;>
      simp [spin, smul_smul, two_smul]
  · intro j x
    show spin B j * orb x = orb x * spin B j
    ext a b
    simp only [orb, Matrix.scalar_apply, Matrix.mul_diagonal, Matrix.diagonal_mul]
    fin_cases j <;> fin_cases a <;> fin_cases b <;> simp [spin]

/-- Pauli identity for arbitrary orbital operators: `(σ·π)² = π² + i σ·(π × π)`, the cross
product written out in commutators. -/
theorem pauli_identity {B : Type*} [Ring B] [Algebra ℂ B] (π : Fin 3 → B) :
    dirac (spin B) (fun j => orb (π j)) ^ 2 = ∑ j, orb (π j) ^ 2 +
      Complex.I • (spin B 0 * comm (orb (π 1)) (orb (π 2)) +
        spin B 1 * comm (orb (π 2)) (orb (π 0)) + spin B 2 * comm (orb (π 0)) (orb (π 1))) := by
  have h01 : spin B 0 * spin B 1 = Complex.I • spin B 2 := by
    ext a b
    fin_cases a <;> fin_cases b <;> simp [spin, Matrix.mul_apply, Fin.sum_univ_two]
  have h02 : spin B 0 * spin B 2 = -(Complex.I • spin B 1) := by
    ext a b
    fin_cases a <;> fin_cases b <;> simp [spin, Matrix.mul_apply, Fin.sum_univ_two, smul_smul]
  have h12 : spin B 1 * spin B 2 = Complex.I • spin B 0 := by
    ext a b
    fin_cases a <;> fin_cases b <;> simp [spin, Matrix.mul_apply, Fin.sum_univ_two]
  -- the three pairs `j < k`
  have hs : ∀ f : Fin 3 → Fin 3 → Matrix (Fin 2) (Fin 2) B,
      ∑ j, ∑ k with j < k, f j k = f 0 1 + f 0 2 + f 1 2 := by
    intro f
    simp only [Finset.sum_filter, Fin.sum_univ_three]
    simp
  rw [dirac_sq (spin_witness B).1 (fun j k => (spin_witness B).2 j (π k)), hs]
  simp only [h01, h02, h12, comm, neg_mul, smul_mul_assoc, mul_sub, Complex.ofReal_one, one_smul]
  module

/-- With Pauli generators over `2 × 2` matrices, `p_j = σ_x` and `a = (0, σ_z, 0)` as orbital
operators meet all hypotheses of minimal coupling and have `F_01 ≠ 0`. -/
theorem minimal_coupling_witness :
    let g := spin (Matrix (Fin 2) (Fin 2) ℂ)
    let p : Fin 3 → Matrix (Fin 2) (Fin 2) (Matrix (Fin 2) (Fin 2) ℂ) := fun _ => orb (spin ℂ 0)
    let a : Fin 3 → Matrix (Fin 2) (Fin 2) (Matrix (Fin 2) (Fin 2) ℂ) :=
      fun k => orb (if k = 1 then spin ℂ 2 else 0)
    IsClifford (fun _ => 1) g ∧ (∀ j k, Commute (g j) (p k)) ∧ (∀ j k, Commute (g j) (a k)) ∧
      (∀ j k, Commute (p j) (p k)) ∧ (∀ j k, Commute (a j) (a k)) ∧
      fieldStrength p a 0 1 ≠ 0 := by
  intro g p a
  refine ⟨(spin_witness _).1, fun j k => (spin_witness _).2 j _,
    fun j k => (spin_witness _).2 j _, fun j k => Commute.refl _, fun j k => ?_, fun h => ?_⟩
  · refine Commute.map ?_ (Matrix.scalar (Fin 2))
    split_ifs <;> simp
  · have h1 := congrFun (congrFun (congrFun (congrFun h 0) 0) 0) 1
    norm_num [fieldStrength, comm, p, a, orb, spin, Matrix.scalar_apply, Matrix.mul_apply,
      Fin.sum_univ_two, Matrix.cons_val_two, Matrix.vecHead, Matrix.vecTail] at h1

end

end SquaredDirac
```

```lean
#print axioms SquaredDirac.clifford_sq
#print axioms SquaredDirac.second_order_equation
#print axioms SquaredDirac.dirac_sq_minimal_coupling
#print axioms SquaredDirac.pauli_identity
```

```
'SquaredDirac.clifford_sq' depends on axioms: [propext, Classical.choice, Quot.sound]
'SquaredDirac.second_order_equation' depends on axioms: [propext, Classical.choice, Quot.sound]
'SquaredDirac.dirac_sq_minimal_coupling' depends on axioms: [propext, Classical.choice, Quot.sound]
'SquaredDirac.pauli_identity' depends on axioms: [propext, Classical.choice, Quot.sound]
```

## Objects, hypotheses and conventions

The type `A` with `[Ring A] [Algebra ℂ A]` is $\mathcal A$, and it may be noncommutative and of any dimension. Families are functions on `Fin n`, so indices run from $0$ to $n-1$. The metric `η : Fin n → ℝ` is the list of diagonal entries. Any real values are allowed, including mixed signs and zeros. `IsClifford η g` is the anticommutation relation with the sign $+2\eta_j$, so a generator squares to $+\eta_j$. `dirac g P` is $D$ with $g_j$ to the left of $P_j$, `comm` is the commutator, and `Commute (g j) (P k)` is $g_jP_k = P_kg_j$. The sum `∑ j, ∑ k with j < k` counts each pair once, so no factor $\tfrac12$ appears. No index is raised or lowered: for the covariant Dirac operator with $n=4$ and $\eta = (1,-1,-1,-1)$, the $g_j$ are the upper-index gamma matrices and the $P_j$ the lower-index momentum components.

`dirac_sq` is (1) under the hypotheses `hg` (Clifford) and `hc` (commutation), and `dirac_sq_of_commute` adds `hP`, the mutual commutation of the $P_j$. In `second_order_equation` the space of states `V` is a complex vector space on which $\mathcal A$ acts, and `IsScalarTower ℂ A V` says $(cx)\psi = c(x\psi)$ for complex $c$ and $x\in\mathcal A$. The hypothesis `h` is the first-order equation, in which $m$ is the mass, in units with the speed of light equal to 1, for the covariant operator and more generally any eigenvalue of $D$.

In `dirac_sq_minimal_coupling`, `kinetic q p a j` is $\Pi_j$ and `fieldStrength p a j k` is $F_{jk}$. The hypothesis `hp` stands for canonical momenta, which generate commuting translations, and `ha` for an abelian potential whose components are functions of position. The hypotheses `hgp` and `hga` separate spin from orbit. The charge `q` is a complex number, with any factor of the speed of light absorbed in it, and $F_{jk}$ is a difference of two commutators, so for $p_j = -i\hbar\partial_j$ it carries the factor $-i\hbar$.

For the Pauli case `B` is a complex algebra $\mathcal B$ of orbital operators, and $\mathcal A$ is the algebra of $2\times2$ matrices with entries in $\mathcal B$. `spin B j` is $\sigma_j$ in the standard representation, with entries that are multiples of the unit of $\mathcal B$, and `orb x` is $x$ times the $2\times2$ unit matrix. `pauli_identity` is (3) with each $\pi_j$ entering as `orb (π j)`.

## How the lemmas follow the derivation

`clifford_sq` takes the relation at $k=j$, writes $g_j^2$ as half of $g_j^2+g_j^2$ and lets `module` collect the scalars. This is where division by 2, available in a complex algebra, is used. `clifford_anticomm` takes the relation at $j\ne k$ and moves one term across. `sum_split` writes each $f_{jk}$ as a sum of three conditional terms through `lt_trichotomy`, and its step `h3` is the exchange of index names.

In `dirac_sq` the step `hprod` regroups $g_jP_jg_kP_k$, applies `hc k j` once and regroups again. `Finset.sum_mul_sum` expands the square, `sum_split` separates it, and `congr 1` leaves two goals: the diagonal, closed by `clifford_sq`, and the pairs, closed by `clifford_anticomm` and `noncomm_ring`. `second_order_equation` replaces the bracket by $D^2$, applies `h`, pulls $m$ out with `smul_comm` and applies `h` again. In the minimal-coupling theorem, `key` is $[\Pi_j,\Pi_k] = -qF_{jk}$ and the local `hc` is the commutation of $g_j$ with $\Pi_k$.

`spin_witness` checks entry by entry that the Pauli matrices over any $\mathcal B$ obey the Clifford relations with $\eta_j=1$ and commute with every `orb x`. `pauli_identity` feeds this to `dirac_sq`, lists the three pairs in `hs` and inserts the products `h01`, `h02`, `h12`. `minimal_coupling_witness` takes $\mathcal B$ to be the complex $2\times2$ matrices, every $p_j$ equal to the lifted $\sigma_x$ and $a = (0,\sigma_z,0)$ lifted in the same way. It proves the five hypotheses of (2) and $F_{01}\neq0$. Here $F_{01}$ is the lift of $[\sigma_x,\sigma_z]$, whose $(0,1)$ entry is $-2$, and the proof inspects that entry of the upper-left block. The example shows that the hypotheses of (2) do not force $F$ to vanish; it is not a model of a physical field.

## Reach of the identities

The theorems are exact equalities in an algebra. Adjoints, norms and spectra do not occur, so nothing is stated about self-adjointness or positivity of $D^2$, or about rounding error. Elements of $\mathcal A$ multiply freely and act on all of `V`, so unbounded operators are covered only when they are read on a common invariant space of functions. The file contains no derivative, which leaves $F_{jk}$ unidentified with a curl and (3) short of the spin term $-q\hbar\,\sigma\cdot\mathbf B$, which divided by $2M$ is the spin Zeeman term with gyromagnetic factor 2.

The Clifford relations are verified for the Pauli matrices only. For the $4\times4$ gamma matrices of a given code, `IsClifford` is a hypothesis that the user supplies. The metric is constant and diagonal, and position-dependent generators that fail to commute with the momenta fall outside `hc`. A potential whose components do not commute with one another, as is usual in a non-abelian gauge theory, is excluded from (2) by `ha`, although (1) applies to its kinetic momenta whenever they commute with the $g_j$. A term that is not of the form $g_jP_j$, such as an electrostatic potential times the unit spinor matrix added to a Dirac Hamiltonian, or a Wilson term times the unit spinor matrix added to a covariant lattice operator, is not part of $D$. The second-order equation is proved in one direction: solutions of $D\psi = m\psi$ satisfy it, and no converse is claimed.
